# The inverse-fifth-power correction to a point charge's Coulomb potential in a vacuum with cubic response

The Wichmann–Kroll potential is the part of the one-loop vacuum-polarization potential of a nucleus that is of third and higher order in the nuclear charge. When it is tabulated on a radial grid that ends many electron Compton wavelengths from the nucleus, it can be continued beyond the last grid point by its large-distance form. For a static point nucleus, with the vacuum described by the local cubic Euler–Heisenberg response, that form is, to leading order, a correction \(-cq^3/(5r^5)\) to the Coulomb potential \(q/r\). Here \(q>0\) fixes the charge and \(c\ge 0\) the strength of the response. Both terms are electrostatic potentials; the potential energy of an electron follows on multiplying by its negative charge, so the correction weakens the attraction.

```lean
import Mathlib

open MeasureTheory Set Filter Topology

namespace EulerHeisenbergTail

noncomputable section
```

## Constitutive law and Gauss's law

In a purely electric field \(E\), the lowest-order Euler–Heisenberg Lagrangian gives the displacement
\[ D = E + cE^3 . \]
The cubic term stands for the polarization of virtual electron–positron pairs. The law is postulated here. It leaves out higher powers and derivatives of the field, so it is meant for weak fields that vary slowly over a Compton wavelength.

```lean
/-- Electric displacement produced by a field `E` in a vacuum with cubic response `c`. -/
def displacement (c E : ℝ) : ℝ := E + c * E ^ 3
```

The field belonging to a given \(D\) is a root of this cubic. `Classical.epsilon` selects a root if there is one; existence and uniqueness are proved below.

```lean
/-- An electric field whose displacement is `D`. -/
def response (c D : ℝ) : ℝ := Classical.epsilon fun E => displacement c E = D
```

For a point charge, Gauss's law and spherical symmetry give \(D=q/r^2\), which is built into the definition of the radial field \(E(r)\).

```lean
/-- Radial field of a point charge, whose displacement is `q / r ^ 2`. -/
def radialField (c q r : ℝ) : ℝ := response c (q / r ^ 2)
```

The potential vanishes at infinity:
\[ \varphi(r)=\int_r^\infty E(s)\,ds . \]
In Lean, `Ioi r` is the interval \((r,\infty)\), and all quantities are real numbers without attached units.

```lean
/-- Electrostatic potential at radius `r`: the field integrated from `r` to infinity. -/
def potential (c q r : ℝ) : ℝ := ∫ s in Ioi r, radialField c q s
```

## One field for each displacement

If \(x<y\), then \(y^3-x^3=(y-x)(x^2+xy+y^2)\ge 0\). Adding \(c\) times this to \(y-x>0\) shows that \(D\) increases strictly with \(E\).

```lean
/-- The displacement grows strictly with the field. -/
theorem displacement_strictMono {c : ℝ} (hc : 0 ≤ c) : StrictMono (displacement c) := by
  intro x y hxy
  have hs : 0 ≤ x ^ 2 + x * y + y ^ 2 := by
    nlinarith [sq_nonneg (x + y), sq_nonneg x, sq_nonneg y]
  have h3 : x ^ 3 ≤ y ^ 3 := by
    nlinarith [mul_nonneg (sub_nonneg.2 hxy.le) hs]
  have h4 := mul_le_mul_of_nonneg_left h3 hc
  unfold displacement
  linarith
```

At \(E=-|D|\) the displacement is at most \(D\), and at \(E=|D|\) it is at least \(D\). The intermediate value theorem supplies a root between them, and strict monotonicity makes it the only one. The equivalence below states both facts, and its reverse direction says that `response` does solve the law.

```lean
/-- A field has displacement `D` exactly when it is the response to `D`:
the constitutive law has one and only one real solution. -/
theorem displacement_eq_iff {c : ℝ} (hc : 0 ≤ c) (D E : ℝ) :
    displacement c E = D ↔ E = response c D := by
  have hcont : Continuous (displacement c) := by
    unfold displacement
    fun_prop
  -- existence by the intermediate value theorem between -|D| and |D|
  have hp : 0 ≤ c * |D| ^ 3 := by positivity
  have hex : ∃ x, displacement c x = D := by
    refine mem_range_of_exists_le_of_exists_ge hcont ⟨-|D|, ?_⟩ ⟨|D|, ?_⟩
    · unfold displacement
      have h := neg_abs_le D
      nlinarith
    · unfold displacement
      have h := le_abs_self D
      linarith
  have hspec : displacement c (response c D) = D := Classical.epsilon_spec hex
  constructor
  · intro h
    exact (displacement_strictMono hc).injective (h.trans hspec.symm)
  · intro h
    rw [h, hspec]
```

The inverse of an increasing function is increasing, so the field does not decrease when the displacement grows.

```lean
/-- The field does not decrease when the displacement grows. -/
theorem response_monotone {c : ℝ} (hc : 0 ≤ c) : Monotone (response c) := by
  intro D₁ D₂ h
  have h1 := (displacement_eq_iff hc D₁ _).2 rfl
  have h2 := (displacement_eq_iff hc D₂ _).2 rfl
  rw [← (displacement_strictMono hc).le_iff_le, h1, h2]
  exact h
```

## The weak-field expansion with its error

Let \(D\ge 0\). Since \(D=0\) gives \(E=0\), monotonicity gives \(E\ge 0\). Then \(E=D-cE^3\le D\), hence \(E^3\le D^3\) and \(E\ge D-cD^3\). For the upper bound, write
\[ E=D-cD^3+c(D^3-E^3), \]
\[ D^3-E^3=(D-E)(D^2+DE+E^2)\le cD^3\cdot 3D^2 . \]
The excess over \(D-cD^3\) therefore lies between \(0\) and \(3c^2D^5\). In the proof, `hs` bounds the second factor and `h5` bounds the product.

```lean
/-- For `D ≥ 0` the field is nonnegative, and it equals `D - c D ^ 3` up to an excess
between zero and `3 c ^ 2 D ^ 5`. -/
theorem response_bounds {c D : ℝ} (hc : 0 ≤ c) (hD : 0 ≤ D) :
    0 ≤ response c D ∧ D - c * D ^ 3 ≤ response c D ∧
      response c D ≤ D - c * D ^ 3 + 3 * c ^ 2 * D ^ 5 := by
  have hE : displacement c (response c D) = D := (displacement_eq_iff hc D _).2 rfl
  have hz : (0 : ℝ) = response c 0 :=
    (displacement_eq_iff hc 0 0).1 (by simp [displacement])
  have h0 : 0 ≤ response c D := by
    rw [hz]
    exact response_monotone hc hD
  generalize response c D = E at hE h0 ⊢
  unfold displacement at hE
  have hcE : 0 ≤ c * E ^ 3 := by positivity
  have hED : E ≤ D := by linarith
  have h4 : c * E ^ 3 ≤ c * D ^ 3 :=
    mul_le_mul_of_nonneg_left (pow_le_pow_left₀ h0 hED 3) hc
  refine ⟨h0, by linarith, ?_⟩
  -- D³ - E³ = (D - E)(D² + DE + E²), where D - E is itself of order c D³
  have hs : D ^ 2 + D * E + E ^ 2 ≤ 3 * D ^ 2 := by nlinarith
  have h5 : (D - E) * (D ^ 2 + D * E + E ^ 2) ≤ c * D ^ 3 * (3 * D ^ 2) :=
    mul_le_mul (by linarith) hs (by positivity) (by positivity)
  nlinarith [mul_le_mul_of_nonneg_left h5 hc]
```

## Integrating outward from \(r\)

For every natural number \(n\) and \(r>0\),
\[ \int_r^\infty \frac{ds}{s^{n+2}}=\frac{1}{(n+1)\,r^{n+1}} . \]

```lean
/-- Inverse powers from the inverse square on are integrable out to infinity,
with the stated value of the tail integral. -/
theorem inverse_power_tail (n : ℕ) {r : ℝ} (hr : 0 < r) :
    IntegrableOn (fun s : ℝ => 1 / s ^ (n + 2)) (Ioi r) ∧
      ∫ s in Ioi r, 1 / s ^ (n + 2) = 1 / (((n : ℝ) + 1) * r ^ (n + 1)) := by
  have hn : (0 : ℝ) ≤ n := Nat.cast_nonneg n
  have e : EqOn (fun s : ℝ => s ^ (-((n + 2 : ℕ) : ℝ))) (fun s => 1 / s ^ (n + 2))
      (Ioi r) := by
    intro s hs
    have h0 : 0 < s := hr.trans hs
    show s ^ (-((n + 2 : ℕ) : ℝ)) = 1 / s ^ (n + 2)
    rw [Real.rpow_neg h0.le, Real.rpow_natCast, one_div]
  have ha : -((n + 2 : ℕ) : ℝ) < -1 := by
    push_cast
    linarith
  refine ⟨(integrableOn_Ioi_rpow_of_lt ha hr).congr_fun e measurableSet_Ioi, ?_⟩
  refine (setIntegral_congr_fun measurableSet_Ioi e).symm.trans
    ((integral_Ioi_rpow_of_lt ha hr).trans ?_)
  have h1 : -((n + 2 : ℕ) : ℝ) + 1 = -((n + 1 : ℕ) : ℝ) := by
    push_cast
    ring
  rw [h1, Real.rpow_neg hr.le, Real.rpow_natCast, neg_div_neg_eq]
  push_cast
  field_simp
```

The field decreases with distance, which makes it measurable, and \(0\le E(s)\le q/s^2\). The integrable Coulomb field dominates it, so the potential is a genuine finite integral.

```lean
/-- The field of the point charge is integrable from any positive radius to infinity. -/
theorem radialField_integrableOn {c q r : ℝ} (hc : 0 ≤ c) (hq : 0 < q) (hr : 0 < r) :
    IntegrableOn (radialField c q) (Ioi r) := by
  have hanti : AntitoneOn (radialField c q) (Ioi r) := by
    intro s hs t _ hst
    have h0 : 0 < s := hr.trans hs
    apply response_monotone hc
    gcongr
  have hI : Integrable (fun s : ℝ => q * (1 / s ^ 2)) (volume.restrict (Ioi r)) :=
    Integrable.const_mul (inverse_power_tail 0 hr).1 q
  -- the Coulomb field dominates
  refine Integrable.mono' hI
    (aemeasurable_restrict_of_antitoneOn measurableSet_Ioi hanti).aestronglyMeasurable
    (ae_restrict_of_forall_mem measurableSet_Ioi fun s hs => ?_)
  have h0 : 0 < s := hr.trans hs
  have hD : 0 ≤ q / s ^ 2 := by positivity
  have hb := (response_bounds hc hD).1
  have hE : displacement c (response c (q / s ^ 2)) = q / s ^ 2 :=
    (displacement_eq_iff hc _ _).2 rfl
  have hcE : 0 ≤ c * response c (q / s ^ 2) ^ 3 := by positivity
  unfold displacement at hE
  have hq2 : q * (1 / s ^ 2) = q / s ^ 2 := by ring
  rw [radialField, Real.norm_of_nonneg hb, hq2]
  linarith
```

Putting \(D=q/s^2\) into the weak-field bounds gives
\[ \frac{q}{s^2}-\frac{cq^3}{s^6}\le E(s)\le \frac{q}{s^2}-\frac{cq^3}{s^6}+\frac{3c^2q^5}{s^{10}} . \]
Integrating with \(n=0,4,8\) yields, at every \(r>0\),
\[ 0\le \varphi(r)-\frac qr+\frac{cq^3}{5r^5}\le\frac{c^2q^5}{3r^9} . \]
The lemma `setIntegral_mono_on` carries the pointwise inequalities over to the integrals. The bound measures the error of the two-term formula within the cubic model, not the error of the model. For \(c=0\) both sides close on the Coulomb potential, \(\varphi(r)=q/r\).

```lean
/-- At every radius the potential is `q / r - c q ^ 3 / (5 r ^ 5)` up to an excess
between zero and `c ^ 2 q ^ 5 / (3 r ^ 9)`. -/
theorem potential_bounds {c q r : ℝ} (hc : 0 ≤ c) (hq : 0 < q) (hr : 0 < r) :
    q / r - c * q ^ 3 / (5 * r ^ 5) ≤ potential c q r ∧
      potential c q r ≤
        q / r - c * q ^ 3 / (5 * r ^ 5) + c ^ 2 * q ^ 5 / (3 * r ^ 9) := by
  have p2 : ∫ s in Ioi r, 1 / s ^ 2 = 1 / r :=
    (inverse_power_tail 0 hr).2.trans (by norm_num)
  have p6 : ∫ s in Ioi r, 1 / s ^ 6 = 1 / (5 * r ^ 5) :=
    (inverse_power_tail 4 hr).2.trans (by norm_num)
  have p10 : ∫ s in Ioi r, 1 / s ^ 10 = 1 / (9 * r ^ 9) :=
    (inverse_power_tail 8 hr).2.trans (by norm_num)
  have I2 : Integrable (fun s : ℝ => q * (1 / s ^ 2)) (volume.restrict (Ioi r)) :=
    Integrable.const_mul (inverse_power_tail 0 hr).1 _
  have I6 : Integrable (fun s : ℝ => c * q ^ 3 * (1 / s ^ 6)) (volume.restrict (Ioi r)) :=
    Integrable.const_mul (inverse_power_tail 4 hr).1 _
  have I10 : Integrable (fun s : ℝ => 3 * c ^ 2 * q ^ 5 * (1 / s ^ 10))
      (volume.restrict (Ioi r)) :=
    Integrable.const_mul (inverse_power_tail 8 hr).1 _
  have IJ : Integrable (fun s : ℝ => q * (1 / s ^ 2) - c * q ^ 3 * (1 / s ^ 6))
      (volume.restrict (Ioi r)) := I2.sub I6
  have IK : Integrable (fun s : ℝ => q * (1 / s ^ 2) - c * q ^ 3 * (1 / s ^ 6)
      + 3 * c ^ 2 * q ^ 5 * (1 / s ^ 10)) (volume.restrict (Ioi r)) := IJ.add I10
  have J : ∫ s in Ioi r, (q * (1 / s ^ 2) - c * q ^ 3 * (1 / s ^ 6))
      = q / r - c * q ^ 3 / (5 * r ^ 5) := by
    rw [integral_sub I2 I6, integral_const_mul, integral_const_mul, p2, p6]
    ring
  have K : ∫ s in Ioi r, (q * (1 / s ^ 2) - c * q ^ 3 * (1 / s ^ 6)
      + 3 * c ^ 2 * q ^ 5 * (1 / s ^ 10))
      = q / r - c * q ^ 3 / (5 * r ^ 5) + c ^ 2 * q ^ 5 / (3 * r ^ 9) := by
    rw [integral_add IJ I10, J, integral_const_mul, p10]
    ring
  have hF := radialField_integrableOn hc hq hr
  -- integrate the pointwise bounds on the field
  rw [← K, ← J]
  constructor
  · refine setIntegral_mono_on IJ hF measurableSet_Ioi fun s hs => ?_
    have h0 : 0 < s := hr.trans hs
    have hb := (response_bounds hc (show 0 ≤ q / s ^ 2 by positivity)).2.1
    exact le_trans (le_of_eq (by ring)) hb
  · refine setIntegral_mono_on hF IK measurableSet_Ioi fun s hs => ?_
    have h0 : 0 < s := hr.trans hs
    have hb := (response_bounds hc (show 0 ≤ q / s ^ 2 by positivity)).2.2
    exact le_trans hb (le_of_eq (by ring))
```

## The coefficient at large distance

Rearranging, as `key` does, gives
\[ r^4\left(\frac{r\varphi(r)}{q}-1\right)=-\frac{cq^2}{5}+\frac{r^5}{q}\left(\varphi(r)-\frac qr+\frac{cq^3}{5r^5}\right). \]
By the previous bounds the last term lies between \(0\) and \(c^2q^4/(3r^4)\). Squeezing gives the limit \(-cq^2/5\) as \(r\to\infty\), written `atTop` in Lean.

```lean
/-- The relative deviation of the potential from the Coulomb potential `q / r`,
multiplied by `r ^ 4`, tends to `-c q ^ 2 / 5` at large distance. -/
theorem euler_heisenberg_tail {c q : ℝ} (hc : 0 ≤ c) (hq : 0 < q) :
    Tendsto (fun r => r ^ 4 * (r * potential c q r / q - 1)) atTop
      (𝓝 (-(c * q ^ 2 / 5))) := by
  have hlim : Tendsto (fun r : ℝ => -(c * q ^ 2 / 5) + c ^ 2 * q ^ 4 / 3 / r ^ 4) atTop
      (𝓝 (-(c * q ^ 2 / 5))) := by
    have h := (tendsto_pow_atTop (α := ℝ) (n := 4) (by norm_num)).const_div_atTop
      (c ^ 2 * q ^ 4 / 3)
    simpa using h.const_add (-(c * q ^ 2 / 5))
  have key : ∀ r : ℝ, 0 < r → r ^ 4 * (r * potential c q r / q - 1) =
      -(c * q ^ 2 / 5)
        + r ^ 5 / q * (potential c q r - (q / r - c * q ^ 3 / (5 * r ^ 5))) := by
    intro r hr
    field_simp
    ring
  refine tendsto_of_tendsto_of_tendsto_of_le_of_le' tendsto_const_nhds hlim ?_ ?_
  · filter_upwards [eventually_gt_atTop (0 : ℝ)] with r hr
    have hb := (potential_bounds hc hq hr).1
    have hm := mul_nonneg (show 0 ≤ r ^ 5 / q by positivity) (sub_nonneg.2 hb)
    rw [key r hr]
    linarith
  · filter_upwards [eventually_gt_atTop (0 : ℝ)] with r hr
    have hb := (potential_bounds hc hq hr).2
    have hm := mul_le_mul_of_nonneg_left (sub_le_iff_le_add'.2 hb)
      (show 0 ≤ r ^ 5 / q by positivity)
    have he : r ^ 5 / q * (c ^ 2 * q ^ 5 / (3 * r ^ 9)) = c ^ 2 * q ^ 4 / 3 / r ^ 4 := by
      field_simp
    rw [key r hr]
    linarith
```

## One-loop QED values

In Heaviside–Lorentz units with \(\hbar=c_{\text{light}}=1\), let \(\alpha\) be the fine-structure constant, \(m\) the electron mass and \(Z\) the nuclear charge number. The one-loop response is \(c=8\alpha^2/(45m^4)\), and a charge \(Ze\) with \(e^2=4\pi\alpha\) has \(q=Ze/(4\pi)=Z\sqrt{\alpha/(4\pi)}\). Hence
\[ -\frac{cq^2}{5}=-\frac{1}{5}\cdot\frac{8\alpha^2}{45m^4}\cdot\frac{Z^2\alpha}{4\pi}=-\frac{2\alpha(Z\alpha)^2}{225\pi m^4}. \]
The theorem takes these two constants as input and holds for any positive real \(\alpha\), \(m\) and \(Z\). Deriving the value of \(c\) from the electron loop is a separate calculation.

```lean
/-- The same limit for a nucleus of charge number `Z`, with cubic response
`8 α ^ 2 / (45 m ^ 4)` and `q = Z √(α / 4π)`. -/
theorem euler_heisenberg_tail_qed {α m Z : ℝ} (hα : 0 < α) (hm : 0 < m) (hZ : 0 < Z) :
    Tendsto (fun r => r ^ 4 * (r * potential (8 * α ^ 2 / (45 * m ^ 4))
        (Z * √(α / (4 * Real.pi))) r / (Z * √(α / (4 * Real.pi))) - 1)) atTop
      (𝓝 (-(2 * α * (Z * α) ^ 2 / (225 * Real.pi * m ^ 4)))) := by
  have hpi := Real.pi_pos
  have hq : 0 < Z * √(α / (4 * Real.pi)) := by positivity
  have hc : 0 ≤ 8 * α ^ 2 / (45 * m ^ 4) := by positivity
  have hv : 8 * α ^ 2 / (45 * m ^ 4) * (Z * √(α / (4 * Real.pi))) ^ 2 / 5 =
      2 * α * (Z * α) ^ 2 / (225 * Real.pi * m ^ 4) := by
    rw [mul_pow, Real.sq_sqrt (by positivity)]
    ring
  rw [← hv]
  exact euler_heisenberg_tail hc hq

end

end EulerHeisenbergTail
```

```lean
#print axioms EulerHeisenbergTail.inverse_power_tail
#print axioms EulerHeisenbergTail.euler_heisenberg_tail_qed
```

```
'EulerHeisenbergTail.inverse_power_tail' depends on axioms: [propext, Classical.choice, Quot.sound]
'EulerHeisenbergTail.euler_heisenberg_tail_qed' depends on axioms: [propext, Classical.choice, Quot.sound]
```
